# Free electrons at a hard wall: a deficit of $3\pi n_0/(8k_F)$ electrons per unit area

Non-interacting electrons fill the half-space $z>0$ in front of an infinite barrier, up to the Fermi wave number $k_F>0$. With bulk density $n_0=k_F^3/(3\pi^2)$ and $x=2k_Fz$, their density at $z>0$ is

$$n(z)=n_0\left(1-\frac{3j_1(x)}{x}\right),\qquad j_1(x)=\frac{\sin x}{x^2}-\frac{\cos x}{x},$$

and the missing density adds up to

$$\lim_{L\to\infty}\int_0^L (n_0-n(z))\,dz=n_0\,\frac{3\pi}{8k_F}.$$

In this infinite-barrier model of a jellium surface, the second formula fixes where the edge of the positive background must lie for the surface to be neutral.

## The gas and its density

```lean
import Mathlib

open Real Filter Topology MeasureTheory

namespace JelliumHardWall

noncomputable section
```

The file loads the Mathlib library and opens the names for real functions, limits and integrals.

```lean
/-- Bulk density of the electron gas with Fermi wave number `kF`. -/
def bulkDensity (kF : ℝ) : ℝ := kF ^ 3 / (3 * π ^ 2)
```

This is $n_0$, with both spin directions counted. `(kF : ℝ)` says that $k_F$ is a real number; the theorems add the hypothesis $k_F>0$ where they need it.

```lean
/-- Electron density at distance `z` from an infinite barrier: standing waves `sin (k z)`,
weighted by the occupied parallel momenta. -/
def density (kF z : ℝ) : ℝ :=
  1 / π ^ 2 * ∫ k in (0 : ℝ)..kF, (kF ^ 2 - k ^ 2) * sin (k * z) ^ 2
```

This is

$$n(z)=\frac1{\pi^2}\int_0^{k_F}(k_F^2-k^2)\sin^2(kz)\,dk.$$

The barrier forces standing waves $\sin(kz)$. For each $k$, the occupied parallel wave vectors fill a disc of area $\pi(k_F^2-k^2)$, which gives the weight. The prefactor collects two spin directions, the density $1/(2\pi)^2$ of parallel wave vectors per unit area, and the normalised standing waves, which contribute $\frac{2}{\pi}\sin^2(kz)\,dk$: together $2\cdot\frac{\pi}{4\pi^2}\cdot\frac{2}{\pi}=\frac{1}{\pi^2}$. This filling of states at zero temperature is built into the definition and not derived from a Hamiltonian. Interactions, a finite barrier and a self-consistent potential are absent.

```lean
/-- The spherical Bessel function of order one. -/
def j1 (x : ℝ) : ℝ := sin x / x ^ 2 - cos x / x
```

Lean sets division by zero to zero, so `j1 0` is $0$, which is also the limit of $j_1$ at the origin.

```lean
/-- For `R > 0`, the real part of the integral of `exp (i w) / (i w)` over the quarter circle `w = R
exp (i t)`, `0 ≤ t ≤ π / 2`. -/
def arc (R : ℝ) : ℝ := ∫ t in (0 : ℝ)..(π / 2), exp (-(R * sin t)) * cos (R * cos t)
```

This auxiliary function is

$$A(R)=\int_0^{\pi/2}e^{-R\sin t}\cos(R\cos t)\,dt.$$

It will give the integral of $\sin x/x$.

## The closed form

```lean
/-- In front of the barrier the density is the bulk density times `1 - 3 j1(x)/x`,
with `x = 2 kF z`. -/
theorem density_eq {kF z : ℝ} (hk : 0 < kF) (hz : 0 < z) :
    density kF z = bulkDensity kF * (1 - 3 * j1 (2 * kF * z) / (2 * kF * z)) := by
  -- an explicit antiderivative in the wave number
  have hd : ∀ k ∈ Set.uIcc 0 kF, HasDerivAt (fun k : ℝ => (kF ^ 2 * k - k ^ 3 / 3) / 2
      - ((kF ^ 2 - k ^ 2) * sin (2 * z * k) / (2 * z) - 2 * k * cos (2 * z * k) / (2 * z) ^ 2
        + 2 * sin (2 * z * k) / (2 * z) ^ 3) / 2)
      ((kF ^ 2 - k ^ 2) * sin (k * z) ^ 2) k := by
    intro k _
    have hi := hasDerivAt_id' k
    have h2 : HasDerivAt (fun y : ℝ => y ^ 2) (2 * k) k := by simpa using hasDerivAt_pow 2 k
    have h3 : HasDerivAt (fun y : ℝ => y ^ 3) (3 * k ^ 2) k := by simpa using hasDerivAt_pow 3 k
    have hs := (hi.const_mul (2 * z)).sin
    have hc := (hi.const_mul (2 * z)).cos
    have e : sin (k * z) ^ 2 = (1 - cos (2 * z * k)) / 2 := by
      have h := cos_two_mul (k * z)
      rw [show 2 * (k * z) = 2 * z * k by ring] at h
      linarith [sin_sq_add_cos_sq (k * z)]
    rw [e]
    refine ((((hi.const_mul (kF ^ 2)).fun_sub (h3.div_const 3)).div_const 2).fun_sub
      ((((((h2.const_sub (kF ^ 2)).fun_mul hs).div_const (2 * z)).fun_sub
        (((hi.const_mul 2).fun_mul hc).div_const ((2 * z) ^ 2))).fun_add
        ((hs.const_mul 2).div_const ((2 * z) ^ 3))).div_const 2)).congr_deriv ?_
    field_simp
    ring
  rw [density, intervalIntegral.integral_eq_sub_of_hasDerivAt hd
    (Continuous.intervalIntegrable (by fun_prop) _ _), bulkDensity, j1,
    show 2 * z * kF = 2 * kF * z by ring]
  simp only [mul_zero, sin_zero]
  generalize sin (2 * kF * z) = s
  generalize cos (2 * kF * z) = c
  field_simp
  ring
```

The names `hk` and `hz` label the hypotheses $k_F>0$ and $z>0$; the equation after the colon is the claim. By hand, write $\sin^2(kz)=\tfrac12(1-\cos 2kz)$. The first half contributes $\tfrac12\int_0^{k_F}(k_F^2-k^2)\,dk=k_F^3/3$. For the second, set $q=2z$ and integrate by parts twice:

$$\int_0^{k_F}(k_F^2-k^2)\cos(qk)\,dk=\left[\frac{(k_F^2-k^2)\sin qk}{q}-\frac{2k\cos qk}{q^2}+\frac{2\sin qk}{q^3}\right]_0^{k_F}=2k_F^3\,\frac{j_1(x)}{x}.$$

Half of this is subtracted, so $n=\frac{1}{\pi^2}\left(\frac{k_F^3}{3}-k_F^3\frac{j_1(x)}{x}\right)$, which is the claim.

Lean is given the antiderivative and checks its derivative in `hd`. The fundamental theorem of calculus then evaluates the integral; `field_simp` clears denominators and `ring` finishes the algebra.

## Two properties of $j_1$

```lean
/-- The recurrence `j1' = sin x / x - 2 j1 / x` away from the origin. -/
theorem hasDerivAt_j1 {x : ℝ} (hx : x ≠ 0) : HasDerivAt j1 (sinc x - 2 * (j1 x / x)) x := by
  have h2 : HasDerivAt (fun y : ℝ => y ^ 2) (2 * x) x := by simpa using hasDerivAt_pow 2 x
  have h := ((hasDerivAt_sin x).fun_div h2 (pow_ne_zero 2 hx)).fun_sub
    ((hasDerivAt_cos x).fun_div (hasDerivAt_id' x) hx)
  refine h.congr_deriv ?_
  rw [sinc_of_ne_zero hx, j1]
  field_simp
  ring
```

`HasDerivAt f a x` means that $f$ has derivative $a$ at $x$. Mathlib's `sinc` is $\sin x/x$, with value $1$ at the origin. For $x\ne0$, differentiation gives

$$j_1'=\frac{\cos x}{x^2}-\frac{2\sin x}{x^3}+\frac{\sin x}{x}+\frac{\cos x}{x^2}=\frac{\sin x}{x}-\frac{2j_1}{x}.$$

```lean
/-- `j1` is continuous on the closed half-line, the origin included. -/
theorem continuousOn_j1 : ContinuousOn j1 (Set.Ici 0) := by
  intro x hx
  rcases (Set.mem_Ici.mp hx).eq_or_lt with rfl | h
  · have h0 : j1 0 = 0 := by simp [j1]
    rw [ContinuousWithinAt, h0]
    refine squeeze_zero_norm' (a := fun y => y) ?_ (tendsto_id.mono_left nhdsWithin_le_nhds)
    filter_upwards [self_mem_nhdsWithin] with y hy
    rcases (Set.mem_Ici.mp hy).eq_or_lt with rfl | hp
    · simp [h0]
    · have e : j1 y = (sin y - y * cos y) / y ^ 2 := by
        rw [j1]
        field_simp
      have hp3 : 0 < y ^ 3 := by positivity
      have a1 := mul_le_mul_of_nonneg_left (one_sub_sq_div_two_le_cos (x := y)) hp.le
      have a2 := mul_le_mul_of_nonneg_left (cos_le_one y) hp.le
      have a3 := sin_gt_sub_cube hp
      have a4 := sin_le hp.le
      rw [norm_eq_abs, e, abs_div, abs_of_pos (by positivity : 0 < y ^ 2),
        div_le_iff₀ (by positivity), abs_le]
      constructor <;> nlinarith
  · exact (hasDerivAt_j1 h.ne').continuousAt.continuousWithinAt
```

`Set.Ici 0` is the half-line $[0,\infty)$. Away from zero, continuity follows from differentiability. Near zero, write $j_1(y)=(\sin y-y\cos y)/y^2$. Elementary bounds on sine and cosine give $|\sin y-y\cos y|\le y^3$, hence $|j_1(y)|\le y$, which tends to $0$.

## The Dirichlet integral

```lean
/-- The function `arc` has derivative `-sinc R` at every `R`: this is `-sin R / R` for `R ≠ 0` and
`-1` at `R = 0`. -/
theorem hasDerivAt_arc (R : ℝ) : HasDerivAt arc (-sinc R) R := by
  have hval : ∫ t in (0 : ℝ)..(π / 2), exp (-(R * sin t)) *
      (-(sin t * cos (R * cos t)) - cos t * sin (R * cos t)) = -sinc R := by
    by_cases hR : R = 0
    · subst hR
      simp
    · -- the integrand is a total derivative in the angle
      have hd : ∀ t ∈ Set.uIcc 0 (π / 2), HasDerivAt
          (fun t => exp (-(R * sin t)) * sin (R * cos t) / R) (exp (-(R * sin t)) *
            (-(sin t * cos (R * cos t)) - cos t * sin (R * cos t))) t := by
        intro t _
        have h1 := (((hasDerivAt_sin t).const_mul R).fun_neg).exp
        have h2 := ((hasDerivAt_cos t).const_mul R).sin
        refine ((h1.fun_mul h2).div_const R).congr_deriv ?_
        field_simp
        ring
      rw [intervalIntegral.integral_eq_sub_of_hasDerivAt hd
        (Continuous.intervalIntegrable (by fun_prop) _ _), sinc_of_ne_zero hR]
      simp
  have hp : ∀ a b : ℝ, |a| ≤ 1 → |b| ≤ 1 → |a * b| ≤ 1 := fun a b ha hb => by
    rw [abs_mul]
    exact mul_le_one₀ ha (abs_nonneg _) hb
  rw [← hval]
  refine (intervalIntegral.hasDerivAt_integral_of_dominated_loc_of_deriv_le
    (F := fun x t => exp (-(x * sin t)) * cos (x * cos t))
    (F' := fun x t => exp (-(x * sin t)) * (-(sin t * cos (x * cos t)) - cos t * sin (x * cos t)))
    (bound := fun _ => exp (|R| + 1) * 2) (Metric.ball_mem_nhds R one_pos)
    (.of_forall fun x => Continuous.aestronglyMeasurable (by fun_prop))
    (Continuous.intervalIntegrable (by fun_prop) _ _)
    (Continuous.aestronglyMeasurable (by fun_prop)) (.of_forall fun t _ x hx => ?_)
    (Continuous.intervalIntegrable continuous_const _ _) (.of_forall fun t _ x _ => ?_)).2
  · rw [Metric.mem_ball, Real.dist_eq] at hx
    have h1 : -(x * sin t) ≤ |x| := (neg_le_abs _).trans (by
      rw [abs_mul]
      exact mul_le_of_le_one_right (abs_nonneg _) (abs_sin_le_one t))
    have h2 := abs_sub_abs_le_abs_sub x R
    have h3 := abs_le.mp (hp _ _ (abs_sin_le_one t) (abs_cos_le_one (x * cos t)))
    have h4 := abs_le.mp (hp _ _ (abs_cos_le_one t) (abs_sin_le_one (x * cos t)))
    rw [norm_eq_abs, abs_mul, abs_exp]
    exact mul_le_mul (exp_le_exp.mpr (by linarith))
      (abs_le.mpr ⟨by linarith [h3.2, h4.2], by linarith [h3.1, h4.1]⟩)
      (abs_nonneg _) (exp_pos _).le
  · have h1 := (((hasDerivAt_id' x).mul_const (sin t)).fun_neg).exp
    have h2 := ((hasDerivAt_id' x).mul_const (cos t)).cos
    exact (h1.fun_mul h2).congr_deriv (by ring)
```

The claim is $A'(R)=-\sin R/R$, read as $-1$ at $R=0$. Differentiating under the integral gives an integrand that is itself a derivative in $t$. For $R\neq0$,

$$A'(R)=\int_0^{\pi/2}\frac{d}{dt}\left[\frac{e^{-R\sin t}\sin(R\cos t)}{R}\right]dt=0-\frac{\sin R}{R}.$$

At $R=0$ the integrand is $-\sin t$, and the integral is $-1$.

The statement `hval` contains this evaluation. The rest justifies the exchange of derivative and integral: for radii within $1$ of $R$, the differentiated integrand is bounded by $2e^{|R|+1}$.

```lean
/-- The Dirichlet integral: the integral of `sin x / x` over `[0, R]` tends to `π / 2`. -/
theorem dirichlet_limit : Tendsto (fun R => ∫ x in (0 : ℝ)..R, sinc x) atTop (𝓝 (π / 2)) := by
  have h0 : Tendsto arc atTop (𝓝 0) := by
    have h := intervalIntegral.tendsto_integral_filter_of_dominated_convergence
      (μ := volume) (a := 0) (b := π / 2) (l := atTop) (f := fun _ => (0 : ℝ))
      (F := fun R t => exp (-(R * sin t)) * cos (R * cos t)) (fun _ => (1 : ℝ))
      (.of_forall fun R => Continuous.aestronglyMeasurable (by fun_prop)) ?_
      (Continuous.intervalIntegrable continuous_const _ _) ?_
    · have h' : Tendsto arc atTop (𝓝 (∫ _t in (0 : ℝ)..(π / 2), (0 : ℝ))) := h
      simpa using h'
    all_goals
      have hb : ∀ R t : ℝ, ‖exp (-(R * sin t)) * cos (R * cos t)‖ ≤ exp (-(R * sin t)) := by
        intro R t
        rw [norm_eq_abs, abs_mul, abs_exp]
        exact mul_le_of_le_one_right (exp_pos _).le (abs_cos_le_one _)
      have hs : ∀ t ∈ Set.uIoc 0 (π / 2), 0 < sin t := by
        intro t ht
        rw [Set.uIoc_of_le (by positivity)] at ht
        exact sin_pos_of_pos_of_lt_pi ht.1 (by linarith [ht.2, pi_pos])
    · filter_upwards [eventually_ge_atTop 0] with R hR
      refine .of_forall fun t ht => (hb R t).trans (exp_le_one_iff.mpr ?_)
      linarith [mul_nonneg hR (hs t ht).le]
    · exact .of_forall fun t ht => squeeze_zero_norm (fun R => hb R t)
        (tendsto_exp_neg_atTop_nhds_zero.comp (tendsto_id.atTop_mul_const (hs t ht)))
  have h : ∀ R, ∫ x in (0 : ℝ)..R, sinc x = π / 2 - arc R := by
    intro R
    rw [intervalIntegral.integral_eq_sub_of_hasDerivAt (f := fun x => -arc x)
      (fun x _ => (hasDerivAt_arc x).fun_neg.congr_deriv (neg_neg _))
      (continuous_sinc.intervalIntegrable _ _)]
    have : arc 0 = π / 2 := by simp [arc]
    rw [this]
    ring
  simp only [h]
  simpa using h0.const_sub (π / 2)
```

`Tendsto f atTop (𝓝 a)` means $f(R)\to a$ as $R\to\infty$. Since $A(0)=\pi/2$, integrating the previous result gives

$$\int_0^R\frac{\sin x}{x}\,dx=\frac{\pi}{2}-A(R).$$

It remains to show $A(R)\to0$. For $0<t\le\pi/2$ we have $\sin t>0$, so the integrand of $A$, at most $e^{-R\sin t}$ in size, vanishes as $R\to\infty$. It is also bounded by $1$ for $R\ge0$, so dominated convergence applies.

## Adding up the deficit

```lean
/-- The density is a continuous function of the distance from the barrier. -/
theorem continuous_density (kF : ℝ) : Continuous (density kF) := by
  refine continuous_const.mul
    (intervalIntegral.continuous_parametric_intervalIntegral_of_continuous'
      (f := fun z k => (kF ^ 2 - k ^ 2) * sin (k * z) ^ 2) ?_ 0 kF)
  show Continuous fun p : ℝ × ℝ => (kF ^ 2 - p.2 ^ 2) * sin (p.2 * p.1) ^ 2
  fun_prop
```

For any fixed $k_F$, the density is continuous in $z$, since its integrand is continuous in $k$ and $z$ together. It can therefore be integrated from the barrier on.

```lean
/-- The exact density deficit accumulated between the barrier and depth `L`. -/
theorem deficit_up_to {kF L : ℝ} (hk : 0 < kF) (hL : 0 ≤ L) :
    ∫ z in (0 : ℝ)..L, (bulkDensity kF - density kF z) =
      3 * bulkDensity kF / (4 * kF) *
        ((∫ x in (0 : ℝ)..(2 * kF * L), sinc x) - j1 (2 * kF * L)) := by
  have hS : ∀ x, HasDerivAt (fun u => ∫ y in (0 : ℝ)..u, sinc y) (sinc x) x :=
    fun x => (continuous_sinc.integral_hasStrictDerivAt 0 x).hasDerivAt
  have hSc : Continuous (fun u => ∫ y in (0 : ℝ)..u, sinc y) :=
    continuous_iff_continuousAt.mpr fun x => (hS x).continuousAt
  have hlin : Continuous fun z : ℝ => 2 * kF * z := by fun_prop
  have hj : ContinuousOn (fun z => j1 (2 * kF * z)) (Set.Icc 0 L) :=
    continuousOn_j1.comp hlin.continuousOn
      fun z hz => Set.mem_Ici.mpr (mul_nonneg (by positivity) hz.1)
  have hint : IntervalIntegrable (fun z => bulkDensity kF - density kF z) volume 0 L :=
    (continuous_const.sub (continuous_density kF)).intervalIntegrable _ _
  rw [intervalIntegral.integral_eq_sub_of_hasDerivAt_of_le hL
    (f := fun z => 3 * bulkDensity kF / (4 * kF) *
      ((∫ x in (0 : ℝ)..(2 * kF * z), sinc x) - j1 (2 * kF * z)))
    (continuousOn_const.mul ((hSc.comp hlin).continuousOn.sub hj)) ?_ hint]
  · simp [j1]
  · intro z hz
    have hz0 : 0 < z := hz.1
    have hx : 2 * kF * z ≠ 0 := by positivity
    have hl : HasDerivAt (fun z : ℝ => 2 * kF * z) (2 * kF) z := by
      simpa using (hasDerivAt_id' z).const_mul (2 * kF)
    -- the recurrence turns `sinc - j1'` into `2 j1 / x`
    refine ((((hS (2 * kF * z)).fun_sub (hasDerivAt_j1 hx)).comp z hl).const_mul
      (3 * bulkDensity kF / (4 * kF))).congr_deriv ?_
    show _ = bulkDensity kF - density kF z
    rw [density_eq hk hz0]
    generalize j1 (2 * kF * z) = J
    field_simp
    ring
```

For $L\ge0$ the accumulated deficit is exactly

$$\int_0^L(n_0-n)\,dz=\frac{3n_0}{4k_F}\left(\int_0^{2k_FL}\frac{\sin x}{x}\,dx-j_1(2k_FL)\right).$$

By hand, $n_0-n=3n_0\,j_1(x)/x$, and the recurrence gives $j_1/x=\tfrac12(\sin x/x-j_1')$. Substituting $dz=dx/(2k_F)$ and integrating produces the right-hand side, because $j_1$ vanishes at the origin.

Lean runs this backwards: it differentiates the right-hand side and recovers $n_0-n$. The version of the fundamental theorem used here needs the derivative only for $0<z<L$, together with continuity up to the ends. This is where the continuity of $j_1$ at zero enters.

```lean
/-- The total density deficit in front of the barrier is the bulk density times
`3 π / (8 kF)`. -/
theorem total_deficit {kF : ℝ} (hk : 0 < kF) :
    Tendsto (fun L => ∫ z in (0 : ℝ)..L, (bulkDensity kF - density kF z)) atTop
      (𝓝 (bulkDensity kF * (3 * π / (8 * kF)))) := by
  have hj : Tendsto j1 atTop (𝓝 0) := by
    refine squeeze_zero_norm' (a := fun x => 2 / x) ?_ (tendsto_const_nhds.div_atTop tendsto_id)
    filter_upwards [eventually_ge_atTop 1] with x hx
    have hp : 0 < x := by linarith
    have e : j1 x = (sin x / x - cos x) / x := by
      rw [j1]
      field_simp
    have h1 : |sin x / x| ≤ 1 := by
      rw [abs_div, abs_of_pos hp, div_le_one hp]
      exact (abs_sin_le_one x).trans hx
    have h2 := abs_le.mp h1
    have h3 : |sin x / x - cos x| ≤ 2 :=
      abs_le.mpr ⟨by linarith [h2.1, cos_le_one x], by linarith [h2.2, neg_one_le_cos x]⟩
    rw [norm_eq_abs, e, abs_div, abs_of_pos hp]
    exact div_le_div_of_nonneg_right h3 hp.le
  have hl : Tendsto (fun L : ℝ => 2 * kF * L) atTop atTop :=
    tendsto_id.const_mul_atTop (by positivity)
  have h := ((dirichlet_limit.sub hj).comp hl).const_mul (3 * bulkDensity kF / (4 * kF))
  rw [show 3 * bulkDensity kF / (4 * kF) * (π / 2 - 0) = bulkDensity kF * (3 * π / (8 * kF)) by
    field_simp
    ring] at h
  refine h.congr' ?_
  filter_upwards [eventually_ge_atTop 0] with L hL
  exact (deficit_up_to hk hL).symm
```

For $x\ge1$ we have $|j_1(x)|=|\sin x/x-\cos x|/x\le 2/x$, so $j_1(2k_FL)\to0$. The Dirichlet integral supplies $\pi/2$, and the limit is

$$\frac{3n_0}{4k_F}\cdot\frac{\pi}{2}=n_0\,\frac{3\pi}{8k_F}.$$

The total is stated as a limit of integrals over $[0,L]$.

## Where the positive background begins

```lean
/-- A uniform background of bulk density that starts at distance `d` from the barrier balances
the electronic charge if and only if `d = 3 π / (8 kF)`. -/
theorem neutral_iff {kF : ℝ} (hk : 0 < kF) (d : ℝ) :
    Tendsto (fun L => (∫ z in (0 : ℝ)..L, density kF z) - bulkDensity kF * (L - d)) atTop (𝓝 0)
      ↔ d = 3 * π / (8 * kF) := by
  have hn : bulkDensity kF ≠ 0 := by
    unfold bulkDensity
    positivity
  have h := (total_deficit hk).const_sub (bulkDensity kF * d)
  have e : (fun L => bulkDensity kF * d - ∫ z in (0 : ℝ)..L, (bulkDensity kF - density kF z)) =
      fun L => (∫ z in (0 : ℝ)..L, density kF z) - bulkDensity kF * (L - d) := by
    funext L
    rw [intervalIntegral.integral_sub (continuous_const.intervalIntegrable _ _)
      ((continuous_density kF).intervalIntegrable _ _), intervalIntegral.integral_const,
      smul_eq_mul]
    ring
  rw [e] at h
  constructor
  · intro h0
    have h1 := tendsto_nhds_unique h h0
    exact mul_left_cancel₀ hn (sub_eq_zero.mp h1)
  · intro hd
    rw [← hd, sub_self] at h
    exact h

end

end JelliumHardWall
```

Let a uniform background of density $n_0$ start at distance $d$ from the barrier. Up to depth $L\ge d$ it holds $n_0(L-d)$ per unit area. The theorem says that the electron number minus this amount tends to zero if and only if $d=3\pi/(8k_F)$. The reason is the identity

$$\int_0^L n\,dz-n_0(L-d)=n_0d-\int_0^L(n_0-n)\,dz\;\longrightarrow\; n_0\left(d-\frac{3\pi}{8k_F}\right).$$

Since $n_0\neq0$, the limit is zero only for the stated $d$. In Lean, `e` is the identity, and uniqueness of limits gives the forward direction. Neutrality here concerns the total charge per unit area; locally, the electron and background densities still differ.

```lean
#print axioms JelliumHardWall.total_deficit
-- 'JelliumHardWall.total_deficit' depends on axioms: [propext, Classical.choice, Quot.sound]
#print axioms JelliumHardWall.neutral_iff
-- 'JelliumHardWall.neutral_iff' depends on axioms: [propext, Classical.choice, Quot.sound]
```
